# The resolvent of a bright state coupled to finitely many dark levels

Light can excite a state $b$ of energy $a$, but not a second state of energy $e$. An amplitude $v$ couples the two. Let $H$ be the Hamiltonian of these two states. To find the response of $b$ at non-real energy $z$, solve $(z-H)x=b$ for the bright amplitude $x_b$ and the dark amplitude $x_d$:

$$(z-a)x_b-\bar v x_d=1,\qquad (z-e)x_d-vx_b=0 .$$

The second equation gives $x_d=vx_b/(z-e)$, and the first then gives

$$x_b=\frac{1}{z-a-|v|^2/(z-e)} .$$

The dark state enters $x_b$ only through the term $|v|^2/(z-e)$, a correction to the bright energy that itself depends on $z$.

## Eliminating any finite number of dark levels

Let the dark levels have real energies $e_k$, no couplings among themselves, and couplings $H_{kb}=v_k$, $H_{bk}=\bar v_k$. Define

$$\Sigma(z)=\sum_k\frac{|v_k|^2}{z-e_k},\qquad D(z)=z-a-\Sigma(z).$$

The claim is that for every non-real $z$, $z-H$ is invertible, $D(z)\neq0$, and $[(z-H)^{-1}]_{bb}=1/D(z)$.

For any vector $\psi$,

$$[(z-H)\psi]_b=(z-a)\psi_b-\sum_k\bar v_k\psi_k,\qquad [(z-H)\psi]_k=(z-e_k)\psi_k-v_k\psi_b .$$

If $z$ is no dark energy and the dark components of $(z-H)\psi$ vanish, then $\psi_k=v_k\psi_b/(z-e_k)$. Substitution turns the bright component into $D(z)\psi_b$.

For non-real $z$, each term of $\Sigma$ has imaginary part $-|v_k|^2\,\mathrm{Im}\,z/|z-e_k|^2$, so

$$\frac{\mathrm{Im}\,D(z)}{\mathrm{Im}\,z}=1+\sum_k\frac{|v_k|^2}{|z-e_k|^2}>0 .$$

Hence $D(z)\ne0$. If $(z-H)\psi=0$, then $D(z)\psi_b=0$, so $\psi_b=0$ and every $\psi_k=0$. A square matrix with trivial kernel is invertible. The bright column $x$ of its inverse solves $(z-H)x=b$, which gives $D(z)x_b=1$.

Two consequences concern spectra. For $\mathrm{Im}\,z>0$, the bright entry has imaginary part $-\mathrm{Im}\,D/|D|^2<0$. For a normalised eigenstate whose energy $E$ is no dark energy, the same elimination at $z=E$ gives

$$1=|\psi_b|^2+\sum_k|\psi_k|^2=|\psi_b|^2\Bigl(1+\sum_k\frac{|v_k|^2}{(E-e_k)^2}\Bigr),$$

which fixes the bright weight $|\psi_b|^2$.

In a spectrum computed from this finite model, that weight is the relative line strength, up to frequency factors, provided that $b$ alone carries the transition moment from the initial state. This proviso concerns the transition from the initial state and is no hypothesis of the theorems, which concern $H$ alone.

## The Hamiltonian as a matrix

The finite type `n` labels the dark levels and may be empty. `Option n` adds one label, `none`, for the bright state; `some k` is dark level $k$.

```lean
import Mathlib

open Matrix ComplexConjugate

namespace BrightDarkResolvent

noncomputable section

variable {n : Type*} [Fintype n] [DecidableEq n]
variable {a : ℝ} {v : n → ℂ} {e : n → ℝ} {z : ℂ} {ψ : Option n → ℂ}
```

The types make `a` and `e k` real and `v k` complex. The last case below makes the dark block diagonal.

```lean
/-- The Hamiltonian of a bright state `none` of energy `a`, coupled with amplitudes `v k`
to dark states `some k` of energies `e k` that are not coupled to each other. -/
def hamiltonian (a : ℝ) (v : n → ℂ) (e : n → ℝ) : Matrix (Option n) (Option n) ℂ :=
  Matrix.of fun i j => match i, j with
    | none, none => (a : ℂ)
    | some k, none => v k
    | none, some k => conj (v k)
    | some k, some l => if k = l then (e k : ℂ) else 0
```

`shifted` is $z-H$, and `selfEnergy` is $\Sigma(z)$.

```lean
/-- The matrix `z - H`, whose inverse, where it exists, is the resolvent. -/
def shifted (a : ℝ) (v : n → ℂ) (e : n → ℝ) (z : ℂ) : Matrix (Option n) (Option n) ℂ :=
  z • (1 : Matrix (Option n) (Option n) ℂ) - hamiltonian a v e

/-- The self-energy `∑ |v k|² / (z - e k)` of the bright state, for `z` different from
every dark energy. -/
def selfEnergy (v : n → ℂ) (e : n → ℝ) (z : ℂ) : ℂ :=
  ∑ k, ((‖v k‖ ^ 2 : ℝ) : ℂ) / (z - e k)
```

Hermiticity is checked entry by entry, according to whether each index is bright or dark.

```lean
omit [Fintype n] in
/-- The Hamiltonian is Hermitian. -/
theorem hamiltonian_isHermitian (a : ℝ) (v : n → ℂ) (e : n → ℝ) :
    (hamiltonian a v e).IsHermitian := by
  refine Matrix.IsHermitian.ext fun i j => ?_
  rcases i with _ | i <;> rcases j with _ | j
  · simp [hamiltonian]
  · simp [hamiltonian]
  · simp [hamiltonian]
  · by_cases h : i = j
    · subst h
      simp [hamiltonian]
    · simp [hamiltonian, h, Ne.symm h]
```

## Elimination and the secular equation

The next lemma gives the two component formulas for $(z-H)\psi$, by splitting the matrix-vector sum into its bright and dark terms.

```lean
/-- The bright and dark components of `(z - H) ψ`. -/
theorem shifted_mulVec (a : ℝ) (v : n → ℂ) (e : n → ℝ) (z : ℂ) (ψ : Option n → ℂ) :
    (shifted a v e z *ᵥ ψ) none = (z - a) * ψ none - ∑ k, conj (v k) * ψ (some k) ∧
    ∀ k, (shifted a v e z *ᵥ ψ) (some k) = (z - e k) * ψ (some k) - v k * ψ none := by
  have hbb : shifted a v e z none none = z - a := by simp [shifted, hamiltonian]
  have hbk : ∀ k, shifted a v e z none (some k) = -conj (v k) := fun k => by
    simp [shifted, hamiltonian]
  have hkb : ∀ k, shifted a v e z (some k) none = -v k := fun k => by
    simp [shifted, hamiltonian]
  have hkl : ∀ k l, shifted a v e z (some k) (some l) = if k = l then z - e k else 0 := by
    intro k l
    by_cases h : k = l <;> simp [shifted, hamiltonian, h]
  constructor
  · change ∑ i, shifted a v e z none i * ψ i = _
    simp only [Fintype.sum_option, hbb, hbk, neg_mul, Finset.sum_neg_distrib]
    ring
  · intro k
    change ∑ i, shifted a v e z (some k) i * ψ i = _
    simp only [Fintype.sum_option, hkb, hkl, ite_mul, zero_mul, Finset.sum_ite_eq,
      Finset.mem_univ, if_true]
    ring
```

In `eliminate_dark`, `hd` solves the dark equations. The remaining lines insert the result into the bright one, using $\bar v_kv_k=|v_k|^2$. The vector need not be normalised.

```lean
/-- Elimination of the dark states: if `z` is no dark energy and `(z - H) ψ` has no dark
component, the bright amplitude fixes the dark ones, and the bright state sees the energy
`a` corrected by the self-energy. -/
theorem eliminate_dark (hk : ∀ k, z ≠ e k)
    (hψ : ∀ k, (shifted a v e z *ᵥ ψ) (some k) = 0) :
    (∀ k, ψ (some k) = v k / (z - e k) * ψ none) ∧
    (shifted a v e z *ᵥ ψ) none = (z - a - selfEnergy v e z) * ψ none := by
  have hd : ∀ k, ψ (some k) = v k / (z - e k) * ψ none := by
    intro k
    have h := hψ k
    rw [(shifted_mulVec a v e z ψ).2 k] at h
    rw [div_mul_eq_mul_div, eq_div_iff (sub_ne_zero.mpr (hk k))]
    linear_combination h
  refine ⟨hd, ?_⟩
  -- insert the dark amplitudes into the bright component
  rw [(shifted_mulVec a v e z ψ).1, selfEnergy, sub_mul (z - (a : ℂ)), Finset.sum_mul]
  congr 1
  refine Finset.sum_congr rfl fun k _ => ?_
  have hv : conj (v k) * v k = ((‖v k‖ ^ 2 : ℝ) : ℂ) := by
    rw [mul_comm, Complex.mul_conj, Complex.normSq_eq_norm_sq]
  rw [hd k, ← hv]
  ring
```

Applied to the bright column of the inverse, this gives $D(z)x_b=1$.

```lean
/-- If `z` is no dark energy and `z - H` is invertible, the bright diagonal entry of the
resolvent times `z - a - selfEnergy` is one. -/
theorem denominator_mul_resolvent (hk : ∀ k, z ≠ e k) (hU : IsUnit (shifted a v e z)) :
    (z - a - selfEnergy v e z) * (shifted a v e z)⁻¹ none none = 1 := by
  have hdet := (Matrix.isUnit_iff_isUnit_det _).mp hU
  -- the bright column of the resolvent solves `(z - H) x = bright state`
  have hcol : ∀ i, (shifted a v e z *ᵥ fun j => (shifted a v e z)⁻¹ j none) i
      = (1 : Matrix (Option n) (Option n) ℂ) i none := fun i => by
    rw [← Matrix.mul_nonsing_inv _ hdet]
    rfl
  have h := (eliminate_dark (a := a) (v := v)
    (ψ := fun j => (shifted a v e z)⁻¹ j none) hk (fun k => by rw [hcol]; simp)).2
  rw [hcol, Matrix.one_apply_eq] at h
  exact h.symm
```

Away from the dark energies, invertibility is therefore equivalent to $D(z)\ne0$. In one direction, a vanishing $D$ would give $0=1$; in the other, a zero determinant would supply a non-zero kernel vector, which elimination rules out.

```lean
/-- Secular equation: for `z` different from every dark energy, `z - H` is invertible
exactly when `z - a - selfEnergy` does not vanish. -/
theorem isUnit_shifted_iff (hk : ∀ k, z ≠ e k) :
    IsUnit (shifted a v e z) ↔ z - a - selfEnergy v e z ≠ 0 := by
  constructor
  · intro hU h0
    have h := denominator_mul_resolvent hk hU
    rw [h0, zero_mul] at h
    exact zero_ne_one h
  · intro hD
    rw [Matrix.isUnit_iff_isUnit_det, isUnit_iff_ne_zero]
    intro h0
    obtain ⟨ψ, hψ, h⟩ := Matrix.exists_mulVec_eq_zero_iff.mpr h0
    obtain ⟨hd, hb⟩ := eliminate_dark (a := a) (v := v) (ψ := ψ) hk
      (fun k => by rw [h]; rfl)
    rw [h, Pi.zero_apply] at hb
    have hb0 : ψ none = 0 := (mul_eq_zero.mp hb.symm).resolve_left hD
    apply hψ
    funext i
    cases i with
    | none => exact hb0
    | some k => rw [hd k, hb0, mul_zero, Pi.zero_apply]
```

## Non-real energies

The imaginary part is computed term by term.

```lean
omit [DecidableEq n] in
/-- For non-real `z`, the imaginary part of `z - a - selfEnergy` is that of `z` multiplied by the
factor `1 + ∑ |v k|² / |z - e k|²`. -/
theorem denominator_im (a : ℝ) (v : n → ℂ) (e : n → ℝ) (hz : z.im ≠ 0) :
    (z - a - selfEnergy v e z).im / z.im = 1 + ∑ k, ‖v k‖ ^ 2 / ‖z - e k‖ ^ 2 := by
  have hs : (selfEnergy v e z).im = -(z.im * ∑ k, ‖v k‖ ^ 2 / ‖z - e k‖ ^ 2) := by
    rw [selfEnergy, Complex.im_sum, Finset.mul_sum, ← Finset.sum_neg_distrib]
    refine Finset.sum_congr rfl fun k _ => ?_
    rw [Complex.div_im, Complex.ofReal_im, Complex.ofReal_re, Complex.normSq_eq_norm_sq,
      Complex.sub_im, Complex.ofReal_im]
    ring
  rw [div_eq_iff hz, Complex.sub_im, Complex.sub_im, Complex.ofReal_im, hs]
  ring
```

The main theorem assumes only `z.im ≠ 0`, which already keeps $z$ away from the real dark energies. Its three conclusions are invertibility, a non-zero denominator and the formula. The first matters because Lean also assigns a value to the inverse of a singular matrix.

```lean
/-- For every non-real `z`, `z - H` is invertible, and the bright diagonal entry of its
inverse is `1 / (z - a - ∑ |v k|² / (z - e k))`, with a non-zero denominator. -/
theorem bright_resolvent (a : ℝ) (v : n → ℂ) (e : n → ℝ) (hz : z.im ≠ 0) :
    IsUnit (shifted a v e z) ∧ z - a - selfEnergy v e z ≠ 0 ∧
    (shifted a v e z)⁻¹ none none = 1 / (z - a - selfEnergy v e z) := by
  have hk : ∀ k, z ≠ e k := fun k h => hz (by rw [h, Complex.ofReal_im])
  have hD : z - a - selfEnergy v e z ≠ 0 := by
    intro h0
    have h := denominator_im a v e hz
    rw [h0, Complex.zero_im, zero_div] at h
    have hpos : 0 < 1 + ∑ k, ‖v k‖ ^ 2 / ‖z - e k‖ ^ 2 := by positivity
    exact hpos.ne h
  have hU := (isUnit_shifted_iff hk).mpr hD
  refine ⟨hU, hD, ?_⟩
  rw [eq_div_iff hD, mul_comm]
  exact denominator_mul_resolvent hk hU
```

## Sign of the response and bright weight

The sign follows from the formula for the imaginary part of a reciprocal.

```lean
/-- In the upper half-plane the bright diagonal entry of the resolvent has negative
imaginary part. -/
theorem bright_resolvent_im_neg (a : ℝ) (v : n → ℂ) (e : n → ℝ) (hz : 0 < z.im) :
    ((shifted a v e z)⁻¹ none none).im < 0 := by
  obtain ⟨-, hD, h⟩ := bright_resolvent a v e hz.ne'
  have him : 0 < (z - a - selfEnergy v e z).im := by
    rw [(div_eq_iff hz.ne').mp (denominator_im a v e hz.ne')]
    exact mul_pos (by positivity) hz
  rw [h, one_div, Complex.inv_im]
  exact div_neg_of_neg_of_pos (neg_neg_of_pos him) (Complex.normSq_pos.mpr hD)
```

In `bright_weight`, `hψ` is the eigenvalue equation and `hn` the normalisation. The step `ht` expresses each dark weight as a multiple of the bright one, and `hn` then fixes the bright weight. Eigenstates lying exactly at a dark energy are excluded by `hE`.

```lean
/-- A normalised eigenstate of the Hamiltonian whose energy `E` is no dark energy has the bright
weight `1 / (1 + ∑ |v k|² / (E - e k)²)`. -/
theorem bright_weight {E : ℝ} (hE : ∀ k, E ≠ e k)
    (hψ : hamiltonian a v e *ᵥ ψ = (E : ℂ) • ψ) (hn : ∑ i, ‖ψ i‖ ^ 2 = 1) :
    ‖ψ none‖ ^ 2 = 1 / (1 + ∑ k, ‖v k‖ ^ 2 / (E - e k) ^ 2) := by
  have h0 : shifted a v e E *ᵥ ψ = 0 := by
    rw [shifted, Matrix.sub_mulVec, Matrix.smul_mulVec, Matrix.one_mulVec, hψ, sub_self]
  have hd := (eliminate_dark (a := a) (v := v) (e := e) (z := (E : ℂ)) (ψ := ψ)
    (fun k h => hE k (Complex.ofReal_injective h)) (fun k => by rw [h0]; rfl)).1
  -- each dark weight is a fixed multiple of the bright weight
  have ht : ∀ k, ‖ψ (some k)‖ ^ 2 = ‖v k‖ ^ 2 / (E - e k) ^ 2 * ‖ψ none‖ ^ 2 := by
    intro k
    rw [hd k, norm_mul, norm_div, mul_pow, div_pow, ← Complex.ofReal_sub,
      Complex.norm_real, Real.norm_eq_abs, sq_abs]
  have hpos : 0 < 1 + ∑ k, ‖v k‖ ^ 2 / (E - e k) ^ 2 := by positivity
  rw [Fintype.sum_option, Finset.sum_congr rfl (fun k _ => ht k), ← Finset.sum_mul] at hn
  rw [eq_div_iff hpos.ne']
  linear_combination hn

end

end BrightDarkResolvent
```

```lean
#print axioms BrightDarkResolvent.hamiltonian_isHermitian
-- 'BrightDarkResolvent.hamiltonian_isHermitian' depends on axioms: [propext, Classical.choice, Quot.sound]
#print axioms BrightDarkResolvent.bright_resolvent_im_neg
-- 'BrightDarkResolvent.bright_resolvent_im_neg' depends on axioms: [propext, Classical.choice, Quot.sound]
#print axioms BrightDarkResolvent.bright_weight
-- 'BrightDarkResolvent.bright_weight' depends on axioms: [propext, Classical.choice, Quot.sound]
```
